# Descent to a normal subgroup: in an irreducible complex representation, the translates of a subspace irreducible under the subgroup are also irreducible under it and span the whole space

## Representations, invariant subspaces and translates

Let $G$ be a group and $V$ a complex vector space. A representation is a homomorphism $\rho$ from $G$ to the linear operators on $V$, in Lean `ρ : G →* End ℂ V`. Each $\rho(g)$ is invertible, with inverse $\rho(g^{-1})$.

For a subgroup $H$ of $G$, a subspace $U$ is $H$-invariant if $\rho(h)U\subseteq U$ for all $h\in H$. This is `Invariant ρ H U`. It is $H$-irreducible, `IsIrreducibleOn ρ H U`, if it is also nonzero and its only $H$-invariant subspaces are $0$ and $U$. In `IsIrreducibleOn ρ ⊤ ⊤` the first `⊤` is the whole group and the second the whole space, so this hypothesis says that $V$ is an irreducible representation of $G$.

The translate $gW=\rho(g)W$ is the image of a subspace $W$ under an operation, written `translate ρ g W`. The supremum `⨆ g, translate ρ g W` is the span of all translates.

## Equal blocks that add up to $V$

Let $V$ be irreducible under $G$, $N$ a normal subgroup, and $W$ an $N$-irreducible subspace. The theorem `clifford` states that every $gW$ is $N$-irreducible and that

$$\sum_{g\in G} gW = V .$$

If $V$ is finite-dimensional, `clifford_directSum` gives a finite set $s\subseteq G$ with

$$V=\bigoplus_{g\in s} gW,\qquad \dim V=|s|\,\dim W .$$

Here `s.SupIndep` says that the sum is direct, `s.sup` is the sum itself, and `finrank` is the dimension. A suitable $W$ always exists in finite dimension, by `exists_irreducible`.

## Building a symmetry-adapted basis block by block

In a one-electron calculation, a finite-dimensional degenerate level that is irreducible under $G$ therefore breaks into $N$-irreducible blocks of equal size when the symmetry is lowered to a normal subgroup $N$. With $G$ a space group and $N$ its lattice translations, a Bloch state at $\mathbf k$ spans a one-dimensional $W$, and its translates are Bloch states at the rotated wave vectors, the star of $\mathbf k$.

A code can construct the blocks as follows:

1. Store a basis of $W$ as the columns of a matrix $B$.
2. Loop over coset representatives $g$ of $N$ and form $\rho(g)B$.
3. Append these columns if they raise the rank of the basis collected so far.
4. Stop when the rank reaches $\dim V$.

Each step raises the rank by $\dim W$ or by nothing. An intermediate value points to a poor rank tolerance, wrong representation matrices or a violated hypothesis. When $\dim W=1$ this test detects nothing, and the invariance of each block under $N$ should be tested directly. The blocks are independent but need not be orthogonal, even for unitary $\rho$.

For a degenerate pair $(p_x,p_y)$ at a site with the symmetry of a square, take $N$ to be the operations that map the $x$ axis to itself, reversed or not, and $W$ the span of $p_x$. The quarter turn carries $W$ to the span of $p_y$, and $2=2\cdot 1$.

Normality matters. Let the symmetry group of an equilateral triangle act on $\mathbb C^2$, and let $H$ consist of the identity and the reflection in the $x$ axis, taken along a mirror line of the triangle. This $H$ is not normal. The $x$ axis is $H$-irreducible, but its translate by a rotation through $120^\circ$ is a line that the reflection sends to a different line, so the translate is not $H$-invariant.

## Derivation from $ng=g(g^{-1}ng)$

**Translates are invariant.** Let $n\in N$ and $w\in W$. Then

$$\rho(n)\rho(g)w=\rho(g)\,\rho(g^{-1}ng)\,w .$$

Normality puts $g^{-1}ng$ in $N$, so $\rho(g^{-1}ng)w\in W$ and the right-hand side lies in $gW$.

**Translates are irreducible.** Since $g^{-1}(gW)=W\neq0$, also $gW\neq 0$. Let $U\subseteq gW$ be $N$-invariant. Then $g^{-1}U\subseteq W$ is $N$-invariant by the previous step, so it is $0$ or $W$. Applying $g$ gives $U=0$ or $U=gW$.

**Translates span.** Put $S=\sum_g gW$. For $h\in G$ we have $h(gW)=(hg)W\subseteq S$, so $S$ is $G$-invariant. It contains $1W=W\neq 0$, and irreducibility of $V$ gives $S=V$.

**Finitely many form a direct sum.** Let $V$ be finite-dimensional. Among the subspaces that are direct sums of finitely many translates, choose a maximal one, $M=\bigoplus_{g\in s}gW$. The empty sum shows that there is at least one candidate. Since every $\rho(g)$ is injective, $\dim gW=\dim W$ and $\dim M=|s|\dim W$.

Suppose $M\neq V$. The translates span $V$, so some $gW$ is not contained in $M$. The intersection $gW\cap M$ is $N$-invariant and is not all of $gW$, hence it is $0$. If a vector of $gW$ and vectors from the blocks of $M$ add to zero, the first lies in $gW\cap M=0$, and then the others vanish because $M$ is a direct sum. So $M\oplus gW$ is a larger direct sum of translates, of dimension

$$\dim gW+\dim M-\dim(gW\cap M)=(|s|+1)\dim W .$$

This contradicts maximality, so $M=V$.

**A suitable $W$ exists.** If $V$ is nonzero and finite-dimensional, choose a minimal nonzero $H$-invariant subspace. The whole space is a candidate, and minimality is irreducibility.

## Lean source

```lean
import Mathlib

open Module

namespace CliffordDescent

noncomputable section

variable {G V : Type*} [Group G] [AddCommGroup V] [Module ℂ V]

/-- The subspace `U` is mapped into itself by every operation of the subgroup `H`. -/
def Invariant (ρ : G →* End ℂ V) (H : Subgroup G) (U : Submodule ℂ V) : Prop :=
  ∀ h ∈ H, ∀ u ∈ U, ρ h u ∈ U

/-- The subspace `U` is irreducible under `H`: it is invariant and nonzero, and its only
invariant subspaces are zero and `U` itself. -/
structure IsIrreducibleOn (ρ : G →* End ℂ V) (H : Subgroup G) (U : Submodule ℂ V) : Prop where
  invariant : Invariant ρ H U
  ne_bot : U ≠ ⊥
  minimal : ∀ U' ≤ U, Invariant ρ H U' → U' = ⊥ ∨ U' = U

/-- The translate `gW`, the image of the subspace `W` under the operation `g`. -/
abbrev translate (ρ : G →* End ℂ V) (g : G) (W : Submodule ℂ V) : Submodule ℂ V :=
  W.map (ρ g)

/-- Translating by `b` and then by `a` is translating by `ab`. -/
theorem translate_mul (ρ : G →* End ℂ V) (a b : G) (W : Submodule ℂ V) :
    translate ρ a (translate ρ b W) = translate ρ (a * b) W := by
  change (W.map (ρ b)).map (ρ a) = W.map (ρ (a * b))
  rw [map_mul]
  exact (Submodule.map_comp (ρ b) (ρ a) W).symm

/-- The identity operation leaves every subspace in place. -/
theorem translate_one (ρ : G →* End ℂ V) (W : Submodule ℂ V) : translate ρ 1 W = W := by
  change W.map (ρ 1) = W
  rw [map_one]
  exact Submodule.map_id W

/-- If `N` is normal and `W` is `N`-invariant, then every translate `gW` is `N`-invariant. -/
theorem translate_invariant (ρ : G →* End ℂ V) {N : Subgroup G} (hN : N.Normal)
    {W : Submodule ℂ V} (hW : Invariant ρ N W) (g : G) : Invariant ρ N (translate ρ g W) := by
  intro n hn u hu
  obtain ⟨w, hw, rfl⟩ := Submodule.mem_map.1 hu
  -- move `n` past `g`: n g = g (g⁻¹ n g)
  have hc : g⁻¹ * n * g ∈ N := by simpa using hN.conj_mem n hn g⁻¹
  refine Submodule.mem_map.2 ⟨ρ (g⁻¹ * n * g) w, hW _ hc w hw, ?_⟩
  have e : g * (g⁻¹ * n * g) = n * g := by group
  rw [← Module.End.mul_apply, ← map_mul, e, map_mul, Module.End.mul_apply]

/-- If `N` is normal and `W` is `N`-irreducible, then every translate `gW` is
`N`-irreducible. -/
theorem translate_irreducible (ρ : G →* End ℂ V) {N : Subgroup G} (hN : N.Normal)
    {W : Submodule ℂ V} (hW : IsIrreducibleOn ρ N W) (g : G) :
    IsIrreducibleOn ρ N (translate ρ g W) := by
  have back : translate ρ g⁻¹ (translate ρ g W) = W := by
    rw [translate_mul, inv_mul_cancel, translate_one]
  refine ⟨translate_invariant ρ hN hW.invariant g, fun h => hW.ne_bot ?_, fun U hU hUi => ?_⟩
  · rw [← back, h]
    exact Submodule.map_bot _
  · -- carry `U` back into `W`, where irreducibility is known
    have forth : translate ρ g (translate ρ g⁻¹ U) = U := by
      rw [translate_mul, mul_inv_cancel, translate_one]
    have hle : translate ρ g⁻¹ U ≤ W := (Submodule.map_mono hU).trans back.le
    rcases hW.minimal _ hle (translate_invariant ρ hN hUi g⁻¹) with h | h
    · left
      rw [← forth, h]
      exact Submodule.map_bot _
    · right
      rw [← forth, h]

/-- In an irreducible representation of `G` the translates of a nonzero subspace span the
whole space. -/
theorem iSup_translate (ρ : G →* End ℂ V) (hV : IsIrreducibleOn ρ ⊤ ⊤)
    {W : Submodule ℂ V} (hW : W ≠ ⊥) : ⨆ g, translate ρ g W = ⊤ := by
  have hle : ∀ g, translate ρ g W ≤ ⨆ g, translate ρ g W := le_iSup (fun g => translate ρ g W)
  refine (hV.minimal _ le_top fun h _ u hu => ?_).resolve_left fun h => hW ?_
  · -- `h` only permutes the translates
    have hs : (⨆ g, translate ρ g W) ≤ (⨆ g, translate ρ g W).comap (ρ h) :=
      iSup_le fun g => Submodule.map_le_iff_le_comap.1
        ((translate_mul ρ h g W).le.trans (hle (h * g)))
    exact hs hu
  · exact le_bot_iff.1 ((translate_one ρ W).ge.trans ((hle 1).trans h.le))

/-- Core of Clifford's theorem: for `V` irreducible under `G`, `N` normal and `W` irreducible
under `N`, every translate `gW` is `N`-irreducible and the translates span `V`. -/
theorem clifford (ρ : G →* End ℂ V) (hV : IsIrreducibleOn ρ ⊤ ⊤) {N : Subgroup G}
    (hN : N.Normal) {W : Submodule ℂ V} (hW : IsIrreducibleOn ρ N W) :
    (∀ g, IsIrreducibleOn ρ N (translate ρ g W)) ∧ ⨆ g, translate ρ g W = ⊤ :=
  ⟨translate_irreducible ρ hN hW, iSup_translate ρ hV hW.ne_bot⟩

/-- A nonzero finite-dimensional representation contains an irreducible subspace for every
subgroup `H`. -/
theorem exists_irreducible [FiniteDimensional ℂ V] [Nontrivial V] (ρ : G →* End ℂ V)
    (H : Subgroup G) : ∃ W, IsIrreducibleOn ρ H W := by
  obtain ⟨W, ⟨hi, h0⟩, hmin⟩ := (wellFounded_lt (α := Submodule ℂ V)).has_min
    {U | Invariant ρ H U ∧ U ≠ ⊥} ⟨⊤, fun _ _ _ _ => Submodule.mem_top, top_ne_bot⟩
  refine ⟨W, hi, h0, fun U hU hUi => ?_⟩
  by_contra h
  rw [not_or] at h
  exact hmin U ⟨hUi, h.1⟩ (lt_of_le_of_ne hU h.2)

/-- Under the hypotheses of `clifford` and for finite-dimensional `V`, finitely many translates
of `W` form a direct sum equal to `V`, and `dim V` is their number times `dim W`. -/
theorem clifford_directSum [FiniteDimensional ℂ V] (ρ : G →* End ℂ V)
    (hV : IsIrreducibleOn ρ ⊤ ⊤) {N : Subgroup G} (hN : N.Normal) {W : Submodule ℂ V}
    (hW : IsIrreducibleOn ρ N W) :
    ∃ s : Finset G, s.SupIndep (fun g => translate ρ g W) ∧
      s.sup (fun g => translate ρ g W) = ⊤ ∧ finrank ℂ V = s.card * finrank ℂ W := by
  classical
  have hdim : ∀ g, finrank ℂ (translate ρ g W) = finrank ℂ W := fun g => by
    have hinj : Function.Injective (ρ g) := Function.LeftInverse.injective (g := ρ g⁻¹)
      fun v => by rw [← Module.End.mul_apply, ← map_mul, inv_mul_cancel, map_one,
        Module.End.one_apply]
    exact (Submodule.equivMapOfInjective (ρ g) hinj W).finrank_eq.symm
  obtain ⟨f, hf⟩ : ∃ f : G → Submodule ℂ V, f = fun g => translate ρ g W := ⟨_, rfl⟩
  have hirr : ∀ g, IsIrreducibleOn ρ N (f g) := by subst hf; exact (clifford ρ hV hN hW).1
  have htop : ⨆ g, f g = ⊤ := by subst hf; exact (clifford ρ hV hN hW).2
  have hfd : ∀ g, finrank ℂ (f g) = finrank ℂ W := by subst hf; exact hdim
  rw [← hf]
  -- choose a largest subspace that is a direct sum of translates
  obtain ⟨M, ⟨s, hs, rfl, hd⟩, hmax⟩ := (wellFounded_gt (α := Submodule ℂ V)).has_min
    {M | ∃ s : Finset G, s.SupIndep f ∧ s.sup f = M ∧ finrank ℂ M = s.card * finrank ℂ W}
    ⟨⊥, ∅, Finset.supIndep_empty f, Finset.sup_empty, by simp⟩
  have hsup : Invariant ρ N (s.sup f) := fun n hn u hu => by
    have h : s.sup f ≤ (s.sup f).comap (ρ n) := Finset.sup_le fun g hg w hw =>
      Submodule.mem_comap.2 (Finset.le_sup (f := f) hg ((hirr g).invariant n hn w hw))
    exact h hu
  have hall : s.sup f = ⊤ := by
    by_contra hne
    obtain ⟨g, hg⟩ : ∃ g, ¬ f g ≤ s.sup f := by
      by_contra hcon
      exact hne (top_le_iff.1 (htop.symm.le.trans
        (iSup_le fun g => not_not.1 fun h => hcon ⟨g, h⟩)))
    -- by irreducibility a translate outside the sum meets it only in zero
    have hdis : Disjoint (f g) (s.sup f) := by
      rcases (hirr g).minimal (f g ⊓ s.sup f) inf_le_left (fun n hn u hu =>
        Submodule.mem_inf.2 ⟨(hirr g).invariant n hn u (Submodule.mem_inf.1 hu).1,
          hsup n hn u (Submodule.mem_inf.1 hu).2⟩) with h | h
      · exact disjoint_iff.2 h
      · exact absurd (inf_eq_left.1 h) hg
    have hgs : g ∉ s := fun h => hg (Finset.le_sup (f := f) h)
    -- so it can be added to the direct sum, against maximality
    refine hmax (f g ⊔ s.sup f) ⟨insert g s, ?_, Finset.sup_insert, ?_⟩
      (lt_of_le_of_ne le_sup_right fun h => hg (le_sup_left.trans h.ge))
    · intro t ht i hi hit
      have ht' : t.erase g ⊆ s := fun x hx =>
        (Finset.mem_insert.1 (ht (Finset.mem_of_mem_erase hx))).resolve_left
          (Finset.ne_of_mem_erase hx)
      rcases Finset.mem_insert.1 hi with h | h
      · rw [h] at hit ⊢
        rw [Finset.erase_eq_of_notMem hit] at ht'
        exact hdis.mono_right (Finset.sup_mono ht')
      · have hle : t.sup f ≤ (t.erase g).sup f ⊔ f g := Finset.sup_le fun x hx => by
          by_cases hxg : x = g
          · rw [hxg]
            exact le_sup_right
          · exact (Finset.le_sup (f := f) (Finset.mem_erase.2 ⟨hxg, hx⟩)).trans le_sup_left
        exact Disjoint.mono_right hle (Disjoint.disjoint_sup_right_of_disjoint_sup_left
          (hs ht' h fun h' => hit (Finset.mem_of_mem_erase h'))
          (hdis.symm.mono_left (sup_le (Finset.le_sup (f := f) h) (Finset.sup_mono ht'))))
    · have h := Submodule.finrank_sup_add_finrank_inf_eq (f g) (s.sup f)
      rw [disjoint_iff.1 hdis, finrank_bot, hd, hfd] at h
      rw [Finset.card_insert_of_notMem hgs, add_mul, one_mul]
      linarith
  refine ⟨s, hs, hall, ?_⟩
  rw [← hd, hall, finrank_top]

end

end CliffordDescent
```

```lean
#print axioms CliffordDescent.iSup_translate
#print axioms CliffordDescent.exists_irreducible
#print axioms CliffordDescent.clifford_directSum
```

```
'CliffordDescent.iSup_translate' depends on axioms: [propext, Classical.choice, Quot.sound]
'CliffordDescent.exists_irreducible' depends on axioms: [propext, Classical.choice, Quot.sound]
'CliffordDescent.clifford_directSum' depends on axioms: [propext, Classical.choice, Quot.sound]
```

## The lemmas beside the derivation

`translate_mul` and `translate_one` supply $a(bW)=(ab)W$ and $1W=W$. In `translate_invariant`, `hc` is the membership $g^{-1}ng\in N$ and `e` is the identity that moves $n$ past $g$. In `translate_irreducible`, `back` and `forth` are the two round trips between $W$ and $gW$, and the final case split treats $g^{-1}U=0$ and $g^{-1}U=W$.

In `iSup_translate`, `hs` shows that the span is invariant under $G$. Irreducibility then leaves zero or $V$, and `resolve_left` removes zero because the span contains $W$. The theorem `clifford` combines these results.

Both choices of an extremal subspace use `has_min`: with `wellFounded_lt` it gives the minimal subspace in `exists_irreducible`, and with `wellFounded_gt` the maximal sum in `clifford_directSum`. There `hdim` is the equality of dimensions, `hsup` the invariance of $M$, and `hdis` the statement $gW\cap M=0$. The longest part checks that the enlarged family is still independent, with separate cases for the new block and an old one. The dimension formula for a sum of two subspaces then completes the contradiction.

## Scope for a simulation code

The theorem `clifford` needs neither a finite group nor a finite-dimensional $V$; `clifford_directSum` needs only the latter. No inner product or unitarity is assumed. The operators are complex-linear, so antiunitary operations such as time reversal are not covered, and spin representations enter through a double group on which $\rho$ is a true homomorphism.

Irreducibility of $V$ under $G$ is a hypothesis. Physically, it says that $G$ alone enforces the whole degeneracy of the level. It fails for an accidental degeneracy, and also for one that is enforced only with the help of time reversal.

The set $s$ is shown to exist, but it is not unique, and its size is not identified with the index of $N$ or with the number of distinct translates. Nor do the theorems say which blocks are equivalent as representations of $N$. Clifford's theorem in full sorts them into classes of equal multiplicity that $G$ permutes transitively. A code that labels the blocks by irreducible representations of $N$ must still determine the label of each block, for example from its character on $N$.

The theorems concern exact subspaces. Rank tolerances, rounding errors and the numerical search for $W$ remain the responsibility of the code, and the procedure and examples above are argued in prose only.
